# Inequivalent orthogonal irreps admit no invariant bilinear coupling

Let a group act on two order parameters \(x\in\mathbb R^n\) and \(y\in\mathbb R^m\) by real irreducible representations \(R\) and \(S\), with every \(R(g)\) orthogonal. If no invertible matrix intertwines \(R\) and \(S\), then every coupling \(x\cdot My\) that is invariant under the group has \(M=0\). The group need not be finite, and \(S\) need not be orthogonal.

Orthogonality of \(R\) means that a symmetry operation preserves the length \(|x|\). For a finite group, a suitable basis always achieves this.

## From invariance to a vanishing coupling

Invariance says that \((R(g)x)\cdot M S(g)y = x\cdot My\) for all \(g,x,y\). Moving \(R(g)\) across the dot product gives

\[
R(g)^{T} M S(g) = M .
\]

Multiplying on the left by \(R(g)\) and using \(R(g)R(g)^T=1\), we get

\[
R(g)M = M S(g).
\]

If \(Mv=0\), then \(MS(g)v=R(g)Mv=0\), so the kernel of \(M\) is invariant under \(S\). By irreducibility it is either the whole space, and then \(M=0\), or zero. Likewise \(R(g)Mv=M(S(g)v)\), so the range of \(M\) is invariant under \(R\). It is either zero, and again \(M=0\), or the whole space. The remaining case is zero kernel and full range. Then \(M\) is an invertible intertwiner, which inequivalence excludes.

Conversely, if \(T\) is an invertible intertwiner, then \(R(g)^TTS(g)=R(g)^TR(g)T=T\), so \(x\cdot Ty\) is a nonzero invariant coupling.

## One stiffness constant per order parameter

Let \(A\) be symmetric and \(x\cdot Ax\) invariant. Since

\[
(x+y)\cdot A(x+y)=x\cdot Ax+y\cdot Ay+2\,x\cdot Ay ,
\]

the bilinear form \(x\cdot Ay\) is invariant too, and therefore \(R(g)A=AR(g)\). A real symmetric matrix has a real eigenvalue \(a\). If \(Aw=aw\), then \(AR(g)w=R(g)Aw=aR(g)w\), so the eigenspace is invariant. It is nonzero, hence it is everything, and \(Ax=ax\) for all \(x\).

Now let \(S\) be orthogonal as well and inequivalent to \(R\), let \(B\) be symmetric, and suppose that \(F(x,y)=x\cdot Ax+y\cdot By+x\cdot My\) is invariant. Setting \(y=0\) and then \(x=0\) shows that the first two terms are separately invariant. By subtraction the third is too, so \(M=0\) and

\[
F(x,y)=a|x|^2+b|y|^2 .
\]

The symmetry of \(A\) matters for \(Ax=ax\), though not for the form of \(F\), since \(x\cdot Ax\) depends only on the symmetric part of \(A\). Over the real numbers, a matrix that commutes with an irreducible representation need not be a multiple of the identity. The quarter turn \(J\) of the plane commutes with the irreducible representation that it generates, yet it is no multiple of the identity. Two copies of that order parameter therefore admit the invariant coupling \(x\cdot Jy\) besides \(x\cdot y\).

## Representations and couplings as matrices

The index types `n` and `m` label the components of the two order parameters; both are finite. `G` is an arbitrary group.

```lean
import Mathlib

open Matrix

namespace CoupledOrderParameters

noncomputable section

variable {G n m : Type*} [Group G] [Fintype n] [DecidableEq n] [Fintype m] [DecidableEq m]
```

A representation is a homomorphism `G →* Matrix n n ℝ`, so products of operations go to products of matrices.

```lean
/-- Every symmetry operation acts on the order parameter by an orthogonal matrix. -/
def IsOrthogonal (R : G →* Matrix n n ℝ) : Prop := ∀ g, (R g)ᵀ * R g = 1
```

Irreducibility is over \(\mathbb R\). `Nonempty n` excludes the zero-dimensional space, and `W` runs over all real subspaces.

```lean
/-- The order-parameter space is nonzero, and its only invariant subspaces are zero and the
whole space. -/
def IsIrreducible (R : G →* Matrix n n ℝ) : Prop :=
  Nonempty n ∧ ∀ W : Submodule ℝ (n → ℝ), (∀ g, ∀ v ∈ W, R g *ᵥ v ∈ W) → W = ⊥ ∨ W = ⊤
```

Equivalence allows a rectangular `T` with a two-sided inverse `T'`, so representations of different dimension can be compared.

```lean
/-- An invertible matrix intertwines the two representations. -/
def Equivalent (R : G →* Matrix n n ℝ) (S : G →* Matrix m m ℝ) : Prop :=
  ∃ (T : Matrix n m ℝ) (T' : Matrix m n ℝ),
    T * T' = 1 ∧ T' * T = 1 ∧ ∀ g, R g * T = T * S g
```

In the coupling, the same `g` acts on both order parameters.

```lean
/-- The bilinear coupling energy `x · M y` is unchanged when a symmetry operation acts on both
order parameters. -/
def CouplingInvariant (R : G →* Matrix n n ℝ) (S : G →* Matrix m m ℝ)
    (M : Matrix n m ℝ) : Prop :=
  ∀ g x y, (R g *ᵥ x) ⬝ᵥ (M *ᵥ (S g *ᵥ y)) = x ⬝ᵥ (M *ᵥ y)
```

The energy carries no factors of \(\tfrac12\), which fixes the normalisation of \(a\) and \(b\). It describes uniform order parameters at quadratic order, without gradient terms.

```lean
/-- The quadratic Landau energy of two order parameters, with a bilinear coupling `M`. -/
def landauQuadratic (A : Matrix n n ℝ) (B : Matrix m m ℝ) (M : Matrix n m ℝ)
    (x : n → ℝ) (y : m → ℝ) : ℝ :=
  x ⬝ᵥ (A *ᵥ x) + y ⬝ᵥ (B *ᵥ y) + x ⬝ᵥ (M *ᵥ y)
```

## The intertwining argument in Lean

Two lemmas translate between energies and matrices. The first moves a matrix across the dot product.

```lean
omit [DecidableEq n] [DecidableEq m] in
/-- A matrix moves across the dot product as its transpose. -/
lemma dot_move (A : Matrix n m ℝ) (x : m → ℝ) (z : n → ℝ) :
    (A *ᵥ x) ⬝ᵥ z = x ⬝ᵥ (Aᵀ *ᵥ z) := by
  rw [Matrix.dotProduct_mulVec, Matrix.vecMul_transpose]
```

The second recovers each matrix entry by inserting unit vectors for \(x\) and \(y\).

```lean
/-- A coupling matrix is determined by its coupling energies. -/
lemma eq_of_dot {A B : Matrix n m ℝ}
    (h : ∀ x y, x ⬝ᵥ (A *ᵥ y) = x ⬝ᵥ (B *ᵥ y)) : A = B := by
  ext i j
  simpa [Matrix.mulVec, dotProduct, Pi.single_apply] using h (Pi.single i 1) (Pi.single j 1)
```

In the next proof, `key` is the identity \(R(g)^TMS(g)=M\), and the `calc` block multiplies it by \(R(g)\).

```lean
/-- If `R` is orthogonal, the matrix of an invariant coupling intertwines `R` and `S`. -/
theorem coupling_intertwines {R : G →* Matrix n n ℝ} {S : G →* Matrix m m ℝ}
    {M : Matrix n m ℝ} (hR : IsOrthogonal R) (hM : CouplingInvariant R S M) (g : G) :
    R g * M = M * S g := by
  have key : (R g)ᵀ * (M * S g) = M := eq_of_dot fun x y => by
    rw [← Matrix.mulVec_mulVec, ← Matrix.mulVec_mulVec, ← dot_move]
    exact hM g x y
  have h1 : R g * (R g)ᵀ = 1 := mul_eq_one_comm.mp (hR g)
  calc R g * M = R g * ((R g)ᵀ * (M * S g)) := by rw [key]
    _ = M * S g := by rw [← Matrix.mul_assoc, h1, Matrix.one_mul]
```

The two `rcases` steps apply irreducibility to the kernel and to the range. In the surviving case `LinearEquiv.ofBijective` inverts the map, and `T'` is the matrix of that inverse.

```lean
/-- A matrix intertwining two irreducible representations vanishes, or the representations
are equivalent. -/
theorem intertwiner_zero_or_equivalent {R : G →* Matrix n n ℝ} {S : G →* Matrix m m ℝ}
    {M : Matrix n m ℝ} (hR : IsIrreducible R) (hS : IsIrreducible S)
    (h : ∀ g, R g * M = M * S g) : M = 0 ∨ Equivalent R S := by
  have hv : ∀ g v, M *ᵥ (S g *ᵥ v) = R g *ᵥ (M *ᵥ v) := fun g v => by
    rw [Matrix.mulVec_mulVec, Matrix.mulVec_mulVec, h g]
  have zero_of : (∀ v, M *ᵥ v = 0) → M = 0 := fun h0 =>
    eq_of_dot fun x y => by rw [h0, Matrix.zero_mulVec]
  -- the kernel is invariant under S
  rcases hS.2 (LinearMap.ker M.mulVecLin) (fun g v hk => by
    have hk' : M *ᵥ v = 0 := hk
    change M *ᵥ (S g *ᵥ v) = 0
    rw [hv, hk', Matrix.mulVec_zero]) with hker | hker
  · -- the range is invariant under R
    rcases hR.2 (LinearMap.range M.mulVecLin) (fun g w hw => by
      obtain ⟨v, rfl⟩ := hw
      exact ⟨S g *ᵥ v, hv g v⟩) with hran | hran
    · left
      refine zero_of fun v => ?_
      have hmem : M *ᵥ v ∈ LinearMap.range M.mulVecLin := ⟨v, rfl⟩
      rw [hran] at hmem
      exact (Submodule.mem_bot ℝ).1 hmem
    · -- trivial kernel and full range: M is invertible
      right
      let e := LinearEquiv.ofBijective M.mulVecLin
        ⟨LinearMap.ker_eq_bot.1 hker, LinearMap.range_eq_top.1 hran⟩
      let T' : Matrix m n ℝ := LinearMap.toMatrix' (e.symm : (n → ℝ) →ₗ[ℝ] (m → ℝ))
      have hT : ∀ y, T' *ᵥ y = e.symm y := fun y => LinearMap.toMatrix'_mulVec _ y
      have h1 : ∀ y, M *ᵥ (e.symm y) = y := fun y => e.apply_symm_apply y
      have h2 : ∀ y, e.symm (M *ᵥ y) = y := fun y => e.symm_apply_apply y
      refine ⟨M, T', eq_of_dot fun x y => ?_, eq_of_dot fun x y => ?_, h⟩
      · rw [← Matrix.mulVec_mulVec, hT, h1, Matrix.one_mulVec]
      · rw [← Matrix.mulVec_mulVec, hT, h2, Matrix.one_mulVec]
  · left
    refine zero_of fun v => ?_
    have hmem : v ∈ LinearMap.ker M.mulVecLin := by rw [hker]; trivial
    exact hmem
```

The main theorem combines these two results and discards the equivalent case.

```lean
/-- An invariant bilinear coupling between order parameters of inequivalent irreducible
representations `R` and `S` vanishes if `R` is orthogonal. -/
theorem no_bilinear_coupling {R : G →* Matrix n n ℝ} {S : G →* Matrix m m ℝ}
    {M : Matrix n m ℝ} (hO : IsOrthogonal R) (hR : IsIrreducible R) (hS : IsIrreducible S)
    (hne : ¬ Equivalent R S) (hM : CouplingInvariant R S M) : M = 0 :=
  (intertwiner_zero_or_equivalent hR hS (coupling_intertwines hO hM)).resolve_right hne
```

With the converse, the existence of a nonzero invariant coupling becomes a test for equivalence. The intertwiner is nonzero because \(TT'=1\) on a nonempty index set.

```lean
/-- If `R` and `S` are irreducible and `R` is orthogonal, a nonzero invariant bilinear coupling
exists exactly when `R` and `S` are equivalent. -/
theorem coupling_exists_iff {R : G →* Matrix n n ℝ} {S : G →* Matrix m m ℝ}
    (hO : IsOrthogonal R) (hR : IsIrreducible R) (hS : IsIrreducible S) :
    (∃ M : Matrix n m ℝ, M ≠ 0 ∧ CouplingInvariant R S M) ↔ Equivalent R S := by
  constructor
  · rintro ⟨M, h0, hM⟩
    by_contra hne
    exact h0 (no_bilinear_coupling hO hR hS hne hM)
  · rintro ⟨T, T', h1, -, h⟩
    refine ⟨T, ?_, fun g x y => ?_⟩
    · rintro rfl
      obtain ⟨i⟩ := hR.1
      have := congrFun (congrFun h1 i) i
      simp at this
    · -- the intertwiner itself is the coupling
      rw [dot_move, Matrix.mulVec_mulVec, Matrix.mulVec_mulVec, Matrix.mul_assoc, ← h g,
        ← Matrix.mul_assoc, hO g, Matrix.one_mul]
```

For a real Hamiltonian that is invariant under the group, written in a finite orthonormal basis, `M` can be read as the block between two sets of basis functions: if these carry inequivalent real orthogonal irreps, the block vanishes.

## The decoupled quadratic energy

`hinv` is the polarization step, and `W` is the eigenspace of the eigenvalue `t`. The case \(A=0\) is treated separately because the eigenvector lemma used here assumes a nonzero matrix.

```lean
/-- A symmetric matrix whose quadratic energy is invariant under an irreducible orthogonal
representation acts as a single stiffness constant. -/
theorem single_stiffness {R : G →* Matrix n n ℝ} {A : Matrix n n ℝ}
    (hO : IsOrthogonal R) (hR : IsIrreducible R) (hA : A.IsSymm)
    (h : ∀ g x, (R g *ᵥ x) ⬝ᵥ (A *ᵥ (R g *ᵥ x)) = x ⬝ᵥ (A *ᵥ x)) :
    ∃ a : ℝ, ∀ x, A *ᵥ x = a • x := by
  have sym : ∀ u v, u ⬝ᵥ (A *ᵥ v) = v ⬝ᵥ (A *ᵥ u) := fun u v => by
    rw [dotProduct_comm u (A *ᵥ v), dot_move, hA.eq]
  -- polarization turns the quadratic invariance into a bilinear one
  have hinv : CouplingInvariant R R A := fun g x y => by
    have h1 := h g (x + y)
    simp only [Matrix.mulVec_add, dotProduct_add, add_dotProduct] at h1
    linarith [h g x, h g y, sym (R g *ᵥ x) (R g *ᵥ y), sym x y]
  have hcomm := coupling_intertwines hO hinv
  by_cases h0 : A = 0
  · exact ⟨0, fun x => by simp [h0]⟩
  have hH : A.IsHermitian := by
    rw [Matrix.IsHermitian, Matrix.conjTranspose_eq_transpose_of_trivial]
    exact hA
  obtain ⟨v, t, -, hv0, hv⟩ := hH.exists_eigenvector_of_ne_zero h0
  -- the eigenspace is invariant, hence everything
  let W : Submodule ℝ (n → ℝ) := LinearMap.ker (A.mulVecLin - t • LinearMap.id)
  have mem : ∀ w, w ∈ W ↔ A *ᵥ w = t • w := fun w => by
    simp [W, LinearMap.mem_ker, sub_eq_zero]
  rcases hR.2 W (fun g w hw => by
    rw [mem] at hw ⊢
    rw [Matrix.mulVec_mulVec, ← hcomm g, ← Matrix.mulVec_mulVec, hw,
      Matrix.mulVec_smul]) with hW | hW
  · have hvW := (mem v).2 hv
    rw [hW] at hvW
    exact absurd ((Submodule.mem_bot ℝ).1 hvW) hv0
  · exact ⟨t, fun x => (mem x).1 (by rw [hW]; trivial)⟩
```

`hx` and `hy` switch off one order parameter at a time; subtracting them from the full invariance leaves that of the coupling. The theorem does not fix the signs of \(a\) and \(b\), whose changes mark the quadratic instabilities.

```lean
/-- For inequivalent irreducible orthogonal representations and symmetric `A` and `B`, an invariant
quadratic Landau energy is a sum of two isotropic terms, `a |x|² + b |y|²`. -/
theorem landau_decouples {R : G →* Matrix n n ℝ} {S : G →* Matrix m m ℝ}
    {A : Matrix n n ℝ} {B : Matrix m m ℝ} {M : Matrix n m ℝ}
    (hOR : IsOrthogonal R) (hOS : IsOrthogonal S) (hR : IsIrreducible R)
    (hS : IsIrreducible S) (hne : ¬ Equivalent R S) (hA : A.IsSymm) (hB : B.IsSymm)
    (inv : ∀ g x y, landauQuadratic A B M (R g *ᵥ x) (S g *ᵥ y) = landauQuadratic A B M x y) :
    ∃ a b : ℝ, ∀ x y, landauQuadratic A B M x y = a * (x ⬝ᵥ x) + b * (y ⬝ᵥ y) := by
  -- switch off one order parameter at a time
  have hx : ∀ g x, (R g *ᵥ x) ⬝ᵥ (A *ᵥ (R g *ᵥ x)) = x ⬝ᵥ (A *ᵥ x) := fun g x => by
    simpa [landauQuadratic] using inv g x 0
  have hy : ∀ g y, (S g *ᵥ y) ⬝ᵥ (B *ᵥ (S g *ᵥ y)) = y ⬝ᵥ (B *ᵥ y) := fun g y => by
    simpa [landauQuadratic] using inv g 0 y
  have hM : M = 0 := no_bilinear_coupling hOR hR hS hne fun g x y => by
    have h := inv g x y
    simp only [landauQuadratic] at h
    linarith [hx g x, hy g y]
  obtain ⟨a, ha⟩ := single_stiffness hOR hR hA hx
  obtain ⟨b, hb⟩ := single_stiffness hOS hS hB hy
  exact ⟨a, b, fun x y => by simp [landauQuadratic, hM, ha, hb]⟩
```

Terms of higher order can still couple the two order parameters: \(|x|^2|y|^2\), for instance, is invariant whenever both representations are orthogonal.

## A plane and a line under fourfold rotation

A concrete pair satisfies all the hypotheses. The cyclic group of order four is `Multiplicative (ZMod 4)`, and its element \(k\) acts as \(A^k\), where \(A\) now denotes the matrix of the generator, no longer that of an energy. This is consistent because \(A^4=1\).

```lean
/-- The representation of the fourfold rotation group generated by a matrix with `A⁴ = 1`. -/
def fourfoldRep (A : Matrix n n ℝ) (h : A ^ 4 = 1) :
    Multiplicative (ZMod 4) →* Matrix n n ℝ where
  toFun k := A ^ (Multiplicative.toAdd k).val
  map_one' := by simp
  map_mul' a b := by
    rw [toAdd_mul, ZMod.val_add, ← pow_eq_pow_mod _ h, pow_add]
```

The planar representation uses the quarter turn \(J\), with \(J^2=-1\) and hence \(J^4=1\).

```lean
/-- The rotation of the plane by a quarter turn. -/
def quarterTurn : Matrix (Fin 2) (Fin 2) ℝ := !![0, -1; 1, 0]

/-- Four quarter turns are the identity. -/
lemma quarterTurn_pow : quarterTurn ^ 4 = 1 := by
  have h2 : quarterTurn * quarterTurn = -1 := by
    ext i j
    fin_cases i <;> fin_cases j <;> simp [quarterTurn, Matrix.mul_apply, Fin.sum_univ_succ]
  calc quarterTurn ^ 4 = (quarterTurn * quarterTurn) * (quarterTurn * quarterTurn) := by
        noncomm_ring
    _ = 1 := by rw [h2]; simp
```

An in-plane polarization transforms in this way.

```lean
/-- The planar order parameter, turned by 90 degrees by the generator. -/
def planarRep := fourfoldRep quarterTurn quarterTurn_pow
```

The strain difference \(\varepsilon_{xx}-\varepsilon_{yy}\) is a one-component order parameter that changes sign under a quarter turn.

```lean
/-- The one-component order parameter, reversed by the generator. -/
def alternatingRep := fourfoldRep (-1 : Matrix (Fin 1) (Fin 1) ℝ) (Even.neg_one_pow (by decide))
```

Orthogonality of the generator passes to its powers by induction.

```lean
/-- The representation of the fourfold rotation group generated by an orthogonal matrix with `A⁴ =
1` is orthogonal. -/
lemma fourfoldRep_orthogonal (A : Matrix n n ℝ) (h : A ^ 4 = 1) (hA : Aᵀ * A = 1) :
    IsOrthogonal (fourfoldRep A h) := by
  have hp : ∀ k : ℕ, (A ^ k)ᵀ * A ^ k = 1 := by
    intro k
    induction k with
    | zero => simp
    | succ k ih =>
      calc (A ^ (k + 1))ᵀ * A ^ (k + 1) = Aᵀ * ((A ^ k)ᵀ * A ^ k) * A := by
            rw [pow_succ, Matrix.transpose_mul]; simp only [Matrix.mul_assoc]
        _ = 1 := by rw [ih, Matrix.mul_one, hA]
  exact fun g => hp _
```

For irreducibility of the plane, take a nonzero \(v\) in an invariant subspace. The subspace also contains \(Jv\), and every \(w\) is a combination of the two:

\[
w=\frac{v_0w_0+v_1w_1}{v_0^2+v_1^2}\,v+\frac{v_0w_1-v_1w_0}{v_0^2+v_1^2}\,Jv .
\]

On the line, every \(w\) is a multiple of any nonzero \(v\). For inequivalence, a column \(T\) and a row \(T'\) with \(TT'=1\) would need \(T_0T'_0=T_1T'_1=1\) and \(T_0T'_1=0\), which is impossible.

```lean
/-- The planar and the alternating order parameter of the fourfold rotation group are
orthogonal, irreducible and inequivalent. -/
theorem fourfold_witness :
    IsOrthogonal planarRep ∧ IsOrthogonal alternatingRep ∧ IsIrreducible planarRep ∧
      IsIrreducible alternatingRep ∧ ¬ Equivalent planarRep alternatingRep := by
  refine ⟨fourfoldRep_orthogonal _ _ ?_, fourfoldRep_orthogonal _ _ (by simp),
    ⟨⟨0⟩, fun W hW => ?_⟩, ⟨⟨0⟩, fun W _ => ?_⟩, ?_⟩
  · ext i j
    fin_cases i <;> fin_cases j <;> simp [quarterTurn, Matrix.mul_apply, Fin.sum_univ_succ]
  · -- a nonzero vector and its quarter turn span the plane
    refine or_iff_not_imp_left.2 fun hb => ?_
    obtain ⟨v, hv, hv0⟩ := Submodule.exists_mem_ne_zero_of_ne_bot hb
    have hgen : planarRep (Multiplicative.ofAdd 1) = quarterTurn := pow_one quarterTurn
    have hJ := hW (Multiplicative.ofAdd 1) v hv
    rw [hgen] at hJ
    have hN : v 0 ^ 2 + v 1 ^ 2 ≠ 0 := fun h => hv0 <| by
      ext i
      fin_cases i
      · change v 0 = 0
        nlinarith [sq_nonneg (v 0), sq_nonneg (v 1)]
      · change v 1 = 0
        nlinarith [sq_nonneg (v 0), sq_nonneg (v 1)]
    refine (Submodule.eq_top_iff').2 fun w => ?_
    have hw : w = ((v 0 * w 0 + v 1 * w 1) / (v 0 ^ 2 + v 1 ^ 2)) • v
        + ((v 0 * w 1 - v 1 * w 0) / (v 0 ^ 2 + v 1 ^ 2)) • (quarterTurn *ᵥ v) := by
      ext i
      fin_cases i <;> simp [quarterTurn, dotProduct, Fin.sum_univ_succ] <;>
        field_simp <;> ring
    rw [hw]
    exact W.add_mem (W.smul_mem _ hv) (W.smul_mem _ hJ)
  · refine or_iff_not_imp_left.2 fun hb => ?_
    obtain ⟨v, hv, hv0⟩ := Submodule.exists_mem_ne_zero_of_ne_bot hb
    have h0 : v 0 ≠ 0 := fun h => hv0 <| by
      ext i
      rw [Subsingleton.elim i 0]
      exact h
    refine (Submodule.eq_top_iff').2 fun w => ?_
    have hw : w = (w 0 / v 0) • v := by
      ext i
      rw [Subsingleton.elim i 0, Pi.smul_apply, smul_eq_mul, div_mul_cancel₀ _ h0]
    rw [hw]
    exact W.smul_mem _ hv
  · -- a plane and a line have no invertible matrix between them
    rintro ⟨T, T', h, -, -⟩
    have h00 := congrFun (congrFun h 0) 0
    have h11 := congrFun (congrFun h 1) 1
    have h01 := congrFun (congrFun h 0) 1
    simp [Matrix.mul_apply] at h00 h11 h01
    rcases h01 with h | h <;> simp [h] at h00 h11

end

end CoupledOrderParameters
```

```lean
#print axioms CoupledOrderParameters.no_bilinear_coupling
#print axioms CoupledOrderParameters.coupling_exists_iff
#print axioms CoupledOrderParameters.landau_decouples
```

```
'CoupledOrderParameters.no_bilinear_coupling' depends on axioms: [propext, Classical.choice, Quot.sound]
'CoupledOrderParameters.coupling_exists_iff' depends on axioms: [propext, Classical.choice, Quot.sound]
'CoupledOrderParameters.landau_decouples' depends on axioms: [propext, Classical.choice, Quot.sound]
```
